# The RPA frequency integral of one stable excitation equals its plasmon formula

For a single excitation of energy $\Delta>0$ with real coupling $K$ and $\Delta+2K>0$, the RPA correlation energy, written as an integral over imaginary frequency $w$, should have a closed form:

$$\frac{1}{2\pi}\int_0^\infty\bigl[\ln(1+x(w))-x(w)\bigr]\,dw=\frac{\sqrt{\Delta(\Delta+2K)}-\Delta-K}{2},\qquad x(w)=\frac{2K\Delta}{w^2+\Delta^2}.$$

With $A=\Delta+K$ and $B=K$ the right-hand side is the plasmon formula $(\sqrt{A^2-B^2}-A)/2$. I know this as a contour-integration result, but I would like a rigorous real-variable proof, including the convergence of the integral, and I would like it checked by machine. Can this be done in Lean 4 with Mathlib?

## An explicit primitive gives the energy

Yes: under these conditions the integrand is integrable on $(0,\infty)$ and the energy is $(\Omega-\Delta-K)/2$, where $\Omega=\sqrt{\Delta(\Delta+2K)}$ is the RPA excitation energy, called the plasmon energy in the code after the plasmon formula. No contour is needed, because the integrand has an elementary primitive.

Since $\Omega^2=\Delta^2+2K\Delta>0$,

$$1+x(w)=\frac{w^2+\Delta^2+2K\Delta}{w^2+\Delta^2}=\frac{w^2+\Omega^2}{w^2+\Delta^2}>0 .$$

For $a>0$, integration by parts gives

$$\int\ln(w^2+a^2)\,dw=w\ln(w^2+a^2)-2w+2a\arctan(w/a),$$

and $\int x\,dw=2K\arctan(w/\Delta)$. Taking the first formula at $a=\Omega$, subtracting it at $a=\Delta$ and then subtracting the second gives the candidate

$$F(w)=w\ln\frac{w^2+\Omega^2}{w^2+\Delta^2}+2\Omega\arctan\frac{w}{\Omega}-2(\Delta+K)\arctan\frac{w}{\Delta}.$$

Differentiation confirms it:

$$F'(w)=\ln(1+x)+\frac{2w^2+2\Omega^2}{w^2+\Omega^2}-\frac{2w^2+2\Delta^2+2K\Delta}{w^2+\Delta^2}=\ln(1+x)+2-2-x .$$

At the lower end $F(0)=0$. At the upper end, apply $1-1/y\le\ln y\le y-1$ to $y=1+x(w)$ and multiply by $w\ge 0$:

$$\frac{2K\Delta\,w}{w^2+\Omega^2}\le w\ln(1+x(w))\le\frac{2K\Delta\,w}{w^2+\Delta^2}.$$

Both bounds tend to zero. Each arctangent tends to $\pi/2$, so $F(w)\to\pi(\Omega-\Delta-K)$.

The inequality $\ln y\le y-1$ also shows that the integrand is never positive. Hence $\int_0^R|F'|\,dw=-F(R)$, which stays bounded as $R\to\infty$. The integrand is therefore integrable, its integral is $\pi(\Omega-\Delta-K)$, and division by $2\pi$ gives the energy $E=(\Omega-\Delta-K)/2$.

Three consequences follow.

- **In terms of $A$ and $B$.** For $|B|<A$, put $\Delta=A-B$ and $K=B$. Then $\Delta+2K=A+B>0$ and $\Omega^2=A^2-B^2$, so $E=(\sqrt{A^2-B^2}-A)/2$.
- **The sign.** Because $(\Delta+K)^2-\Omega^2=K^2$, we have $E=-K^2/[2(\Omega+\Delta+K)]$. The denominator is positive, since $\Delta+K$ is the mean of $\Delta$ and $\Delta+2K$. So $E<0$ exactly when $K\ne0$.
- **Second order.** Let $K>0$. Then $\Delta<\Omega\le\Delta+K$. The lower bound gives $E>-K^2/(4\Delta)$. The upper bound gives $E\le-K^2/[4(\Delta+K)]$, and so
$$E+\frac{K^2}{4\Delta}\le\frac{K^3}{4\Delta(\Delta+K)}\le\frac{K^3}{4\Delta^2}.$$

Here is the complete Lean file.

```lean
import Mathlib

open Set Filter MeasureTheory Topology

namespace RPAPlasmonFormula

noncomputable section

/-- The coupling function `x(w) = 2KΔ/(w² + Δ²)` of one excitation of energy `Δ > 0`
at imaginary frequency `w`. -/
def coupling (Δ K w : ℝ) : ℝ := 2 * K * Δ / (w ^ 2 + Δ ^ 2)

/-- The RPA integrand `ln(1 + x(w)) - x(w)`, used where `1 + x(w) > 0`. -/
def rpaIntegrand (Δ K w : ℝ) : ℝ := Real.log (1 + coupling Δ K w) - coupling Δ K w

/-- The RPA correlation energy: `1/(2π)` times the integral of the RPA integrand over
positive imaginary frequencies. -/
def rpaEnergy (Δ K : ℝ) : ℝ := 1 / (2 * Real.pi) * ∫ w in Ioi (0 : ℝ), rpaIntegrand Δ K w

/-- The plasmon energy `Ω = √(Δ(Δ + 2K))`, for `Δ(Δ + 2K) ≥ 0`. -/
def plasmonEnergy (Δ K : ℝ) : ℝ := √(Δ * (Δ + 2 * K))

/-- A primitive in `w` of the RPA integrand, for `Δ > 0` and `Δ + 2K > 0`. -/
def rpaPrimitive (Δ K w : ℝ) : ℝ :=
  w * (Real.log (w ^ 2 + plasmonEnergy Δ K ^ 2) - Real.log (w ^ 2 + Δ ^ 2))
    + 2 * plasmonEnergy Δ K * Real.arctan (w / plasmonEnergy Δ K)
    - 2 * (Δ + K) * Real.arctan (w / Δ)

variable {Δ K : ℝ}

lemma plasmonEnergy_pos (hΔ : 0 < Δ) (h : 0 < Δ + 2 * K) : 0 < plasmonEnergy Δ K :=
  Real.sqrt_pos.mpr (mul_pos hΔ h)

lemma plasmonEnergy_sq (hΔ : 0 < Δ) (h : 0 < Δ + 2 * K) :
    plasmonEnergy Δ K ^ 2 = Δ ^ 2 + 2 * K * Δ := by
  unfold plasmonEnergy
  rw [Real.sq_sqrt (mul_pos hΔ h).le]
  ring

/-- The function `1 + x(w)` is the ratio `(w² + Ω²)/(w² + Δ²)`. -/
theorem one_add_coupling (hΔ : 0 < Δ) (h : 0 < Δ + 2 * K) (w : ℝ) :
    1 + coupling Δ K w = (w ^ 2 + plasmonEnergy Δ K ^ 2) / (w ^ 2 + Δ ^ 2) := by
  have hd : w ^ 2 + Δ ^ 2 ≠ 0 := by positivity
  rw [plasmonEnergy_sq hΔ h, coupling, eq_div_iff hd, add_mul, div_mul_cancel₀ _ hd]
  ring

lemma hasDerivAt_arctan_div {a : ℝ} (ha : 0 < a) (w : ℝ) :
    HasDerivAt (fun w => Real.arctan (w / a)) (a / (w ^ 2 + a ^ 2)) w := by
  refine ((hasDerivAt_id' w).div_const a).arctan.congr_deriv ?_
  have h1 : (1 + (w / a) ^ 2) * a ≠ 0 := by positivity
  have h2 : w ^ 2 + a ^ 2 ≠ 0 := by positivity
  have e : w / a * a = w := div_mul_cancel₀ w ha.ne'
  rw [div_mul_div_comm, div_eq_div_iff h1 h2]
  linear_combination (-(w / a * a + w)) * e

lemma hasDerivAt_log_sq {a : ℝ} (ha : 0 < a) (w : ℝ) :
    HasDerivAt (fun w => Real.log (w ^ 2 + a ^ 2)) (2 * w / (w ^ 2 + a ^ 2)) w := by
  have h0 : w ^ 2 + a ^ 2 ≠ 0 := by positivity
  exact (((hasDerivAt_pow 2 w).add_const (a ^ 2)).log h0).congr_deriv (by norm_num)

/-- The derivative of the primitive is the RPA integrand. -/
theorem hasDerivAt_rpaPrimitive (hΔ : 0 < Δ) (h : 0 < Δ + 2 * K) (w : ℝ) :
    HasDerivAt (rpaPrimitive Δ K) (rpaIntegrand Δ K w) w := by
  have hΩ := plasmonEnergy_pos hΔ h
  have hp : w ^ 2 + plasmonEnergy Δ K ^ 2 ≠ 0 := by positivity
  have hd : w ^ 2 + Δ ^ 2 ≠ 0 := by positivity
  have key := (((hasDerivAt_id' w).fun_mul
    ((hasDerivAt_log_sq hΩ w).fun_sub (hasDerivAt_log_sq hΔ w))).fun_add
    ((hasDerivAt_arctan_div hΩ w).const_mul (2 * plasmonEnergy Δ K))).fun_sub
    ((hasDerivAt_arctan_div hΔ w).const_mul (2 * (Δ + K)))
  refine key.congr_deriv ?_
  rw [rpaIntegrand, one_add_coupling hΔ h, Real.log_div hp hd, coupling]
  -- the rational parts add up to `2 - 2 - x(w)`
  linear_combination 2 * mul_inv_cancel₀ hp - 2 * mul_inv_cancel₀ hd

lemma tendsto_tail (c a : ℝ) :
    Tendsto (fun w : ℝ => w * (c / (w ^ 2 + a ^ 2))) atTop (𝓝 0) := by
  have t : Tendsto (fun w : ℝ => w / (w ^ 2 + a ^ 2)) atTop (𝓝 0) := by
    refine squeeze_zero' ?_ ?_ tendsto_inv_atTop_zero
    · filter_upwards [eventually_ge_atTop (0 : ℝ)] with w hw
      positivity
    · filter_upwards [eventually_gt_atTop (0 : ℝ)] with w hw
      rw [inv_eq_one_div, div_le_div_iff₀ (by positivity) hw]
      nlinarith [sq_nonneg a]
  have t' := t.const_mul c
  rw [mul_zero] at t'
  exact t'.congr fun w => by ring

lemma tendsto_arctan_div {a : ℝ} (ha : 0 < a) :
    Tendsto (fun w : ℝ => Real.arctan (w / a)) atTop (𝓝 (Real.pi / 2)) :=
  (Real.tendsto_arctan_atTop.mono_right nhdsWithin_le_nhds).comp
    (tendsto_id.atTop_div_const ha)

/-- At large frequency the primitive tends to `π(Ω - Δ - K)`. -/
theorem tendsto_rpaPrimitive (hΔ : 0 < Δ) (h : 0 < Δ + 2 * K) :
    Tendsto (rpaPrimitive Δ K) atTop (𝓝 (Real.pi * (plasmonEnergy Δ K - Δ - K))) := by
  have hΩ := plasmonEnergy_pos hΔ h
  -- the logarithmic part is squeezed between two Lorentzians multiplied by `w`
  have hlog : Tendsto (fun w : ℝ => w * (Real.log (w ^ 2 + plasmonEnergy Δ K ^ 2)
      - Real.log (w ^ 2 + Δ ^ 2))) atTop (𝓝 0) := by
    refine tendsto_of_tendsto_of_tendsto_of_le_of_le'
      (tendsto_tail (2 * K * Δ) (plasmonEnergy Δ K)) (tendsto_tail (2 * K * Δ) Δ) ?_ ?_
    all_goals
      filter_upwards [eventually_ge_atTop (0 : ℝ)] with w hw
      have hp : 0 < w ^ 2 + plasmonEnergy Δ K ^ 2 := by positivity
      have hd : 0 < w ^ 2 + Δ ^ 2 := by positivity
      refine mul_le_mul_of_nonneg_left ?_ hw
      rw [← Real.log_div hp.ne' hd.ne']
    · have e : 2 * K * Δ / (w ^ 2 + plasmonEnergy Δ K ^ 2)
          = 1 - (w ^ 2 + Δ ^ 2) / (w ^ 2 + plasmonEnergy Δ K ^ 2) := by
        rw [eq_sub_iff_add_eq, ← add_div, div_eq_one_iff_eq hp.ne']
        linear_combination -plasmonEnergy_sq hΔ h
      have b := Real.one_sub_inv_le_log_of_pos (div_pos hp hd)
      rw [inv_div] at b
      rw [e]
      exact b
    · have b := Real.log_le_sub_one_of_pos (div_pos hp hd)
      have e := one_add_coupling hΔ h w
      unfold coupling at e
      linarith
  have e : Real.pi * (plasmonEnergy Δ K - Δ - K) = 0 + 2 * plasmonEnergy Δ K * (Real.pi / 2)
      - 2 * (Δ + K) * (Real.pi / 2) := by ring
  rw [e]
  exact (hlog.add ((tendsto_arctan_div hΩ).const_mul _)).sub
    ((tendsto_arctan_div hΔ).const_mul _)

/-- The RPA integrand is integrable over positive imaginary frequencies, and the
correlation energy equals `(Ω - Δ - K)/2`. -/
theorem rpaEnergy_eq (hΔ : 0 < Δ) (h : 0 < Δ + 2 * K) :
    IntegrableOn (rpaIntegrand Δ K) (Ioi 0) ∧
      rpaEnergy Δ K = (plasmonEnergy Δ K - Δ - K) / 2 := by
  have hΩ := plasmonEnergy_pos hΔ h
  have hder : ∀ w ∈ Ici (0 : ℝ), HasDerivAt (rpaPrimitive Δ K) (rpaIntegrand Δ K w) w :=
    fun w _ => hasDerivAt_rpaPrimitive hΔ h w
  -- `ln y ≤ y - 1` fixes the sign of the integrand
  have hneg : ∀ w ∈ Ioi (0 : ℝ), rpaIntegrand Δ K w ≤ 0 := by
    intro w _
    have hpos : 0 < 1 + coupling Δ K w := by
      rw [one_add_coupling hΔ h]
      positivity
    have b := Real.log_le_sub_one_of_pos hpos
    unfold rpaIntegrand
    linarith
  have hlim := tendsto_rpaPrimitive hΔ h
  refine ⟨integrableOn_Ioi_deriv_of_nonpos' hder hneg hlim, ?_⟩
  have h0 : rpaPrimitive Δ K 0 = 0 := by simp [rpaPrimitive]
  rw [rpaEnergy, integral_Ioi_of_hasDerivAt_of_nonpos' hder hneg hlim, h0]
  linear_combination (plasmonEnergy Δ K - Δ - K) / 2 * mul_inv_cancel₀ Real.pi_ne_zero

/-- The plasmon formula: for `|B| < A`, the correlation energy with `Δ = A - B` and `K = B`
is `(√(A² - B²) - A)/2`. -/
theorem plasmon_formula {A B : ℝ} (hAB : |B| < A) :
    rpaEnergy (A - B) B = (√(A ^ 2 - B ^ 2) - A) / 2 := by
  obtain ⟨h1, h2⟩ := abs_lt.mp hAB
  rw [(rpaEnergy_eq (by linarith) (by linarith)).2, plasmonEnergy,
    show (A - B) * (A - B + 2 * B) = A ^ 2 - B ^ 2 by ring]
  ring

/-- The correlation energy equals `-K²/(2(Ω + Δ + K))`. -/
theorem rpaEnergy_eq_neg_div (hΔ : 0 < Δ) (h : 0 < Δ + 2 * K) :
    rpaEnergy Δ K = -K ^ 2 / (2 * (plasmonEnergy Δ K + Δ + K)) := by
  have hS : 0 < plasmonEnergy Δ K + Δ + K := by linarith [plasmonEnergy_pos hΔ h]
  rw [(rpaEnergy_eq hΔ h).2, eq_div_iff (by positivity)]
  linear_combination plasmonEnergy_sq hΔ h

/-- The correlation energy is negative exactly when the coupling `K` is nonzero. -/
theorem rpaEnergy_neg_iff (hΔ : 0 < Δ) (h : 0 < Δ + 2 * K) :
    rpaEnergy Δ K < 0 ↔ K ≠ 0 := by
  have hS : 0 < plasmonEnergy Δ K + Δ + K := by linarith [plasmonEnergy_pos hΔ h]
  rw [rpaEnergy_eq_neg_div hΔ h]
  constructor
  · intro hlt hK
    simp [hK] at hlt
  · intro hK
    exact div_neg_of_neg_of_pos (neg_lt_zero.mpr (by positivity)) (by positivity)

/-- For `K > 0` the correlation energy lies above the second-order value `-K²/(4Δ)`,
by at most `K³/(4Δ²)`. -/
theorem rpaEnergy_second_order (hΔ : 0 < Δ) (hK : 0 < K) :
    0 < rpaEnergy Δ K + K ^ 2 / (4 * Δ) ∧
      rpaEnergy Δ K + K ^ 2 / (4 * Δ) ≤ K ^ 3 / (4 * Δ ^ 2) := by
  have h : 0 < Δ + 2 * K := by positivity
  have hΩ := plasmonEnergy_pos hΔ h
  have hs := plasmonEnergy_sq hΔ h
  -- the plasmon energy lies between `Δ` and `Δ + K`
  have lo : Δ < plasmonEnergy Δ K := by nlinarith [mul_pos hK hΔ]
  have hi : plasmonEnergy Δ K ≤ Δ + K := by nlinarith [sq_nonneg K]
  rw [rpaEnergy_eq_neg_div hΔ h, neg_div]
  constructor
  · have b : K ^ 2 / (2 * (plasmonEnergy Δ K + Δ + K)) < K ^ 2 / (4 * Δ) :=
      div_lt_div_of_pos_left (by positivity) (by positivity) (by linarith)
    linarith
  · have e : K ^ 2 / (4 * Δ) = K ^ 2 * Δ / (4 * Δ ^ 2) := by
      rw [div_eq_div_iff (by positivity) (by positivity)]
      ring
    have e' : K ^ 2 * (Δ - K) / (4 * Δ ^ 2)
        = K ^ 2 * Δ / (4 * Δ ^ 2) - K ^ 3 / (4 * Δ ^ 2) := by ring
    have c : (Δ - K) * (plasmonEnergy Δ K + Δ + K) ≤ 2 * Δ ^ 2 := by
      rcases le_total Δ K with hle | hle
      · nlinarith [mul_nonneg (sub_nonneg.mpr hle)
          (by positivity : 0 ≤ plasmonEnergy Δ K + Δ + K), sq_nonneg Δ]
      · nlinarith [mul_nonneg (sub_nonneg.mpr hle) (sub_nonneg.mpr hi), sq_nonneg K]
    have b : K ^ 2 * (Δ - K) / (4 * Δ ^ 2)
        ≤ K ^ 2 / (2 * (plasmonEnergy Δ K + Δ + K)) := by
      rw [div_le_div_iff₀ (by positivity) (by positivity)]
      nlinarith [mul_le_mul_of_nonneg_left c (sq_nonneg K)]
    linarith

end

end RPAPlasmonFormula
```

```lean
#print axioms RPAPlasmonFormula.plasmon_formula
#print axioms RPAPlasmonFormula.rpaEnergy_neg_iff
#print axioms RPAPlasmonFormula.rpaEnergy_second_order
```

```
'RPAPlasmonFormula.plasmon_formula' depends on axioms: [propext, Classical.choice, Quot.sound]
'RPAPlasmonFormula.rpaEnergy_neg_iff' depends on axioms: [propext, Classical.choice, Quot.sound]
'RPAPlasmonFormula.rpaEnergy_second_order' depends on axioms: [propext, Classical.choice, Quot.sound]
```

## What `rpaEnergy_eq` and its corollaries say

The real numbers `Δ`, `K` and `w` are the excitation energy without coupling, the coupling and the imaginary frequency, with $\hbar=1$. `coupling Δ K w` is $x(w)$, `rpaIntegrand` is $\ln(1+x)-x$, and `plasmonEnergy` is $\Omega$. `rpaEnergy` is $1/(2\pi)$ times the Lebesgue integral over `Ioi 0`, the open half-line $(0,\infty)$. Any spin factor is absorbed into $K$.

The hypothesis `hΔ : 0 < Δ` says that the uncoupled excitation costs energy. The hypothesis `h : 0 < Δ + 2 * K` then makes $\Omega^2$ positive, which is the stability of the reference state against this excitation. In direct RPA with the Coulomb interaction, $K$ is proportional to the self-repulsion of a transition density, so $K\ge0$ and `h` follows from `hΔ`. The theorem also allows a negative $K$, an attractive model coupling, as long as it respects that bound.

The main theorem, `rpaEnergy_eq`, has two parts: `IntegrableOn` states the convergence, and the equation gives the value. `plasmon_formula` restates the value under `|B| < A`, `rpaEnergy_eq_neg_div` and `rpaEnergy_neg_iff` give the quotient and the sign, and `rpaEnergy_second_order` gives the two bounds for $K>0$.

For attractive model couplings the stability condition matters, as $\Delta=1$, $K=-1$ shows. There $\Delta+2K=-1$ and

$$1+x(w)=\frac{w^2-1}{w^2+1},$$

which is negative for $0\le w<1$. The logarithm is not real there, and $\Omega^2=-1$ signals an imaginary excitation energy. Lean's `Real.log` returns $\ln|y|$ for negative $y$, so `rpaIntegrand` would still have a value, but at $w=0$ that value is $0-(-2)=2$, and the sign argument breaks down.

The model has one excitation, so $A$ and $B$ are numbers. The plasmon formula for a molecule or a solid involves matrices $A$ and $B$ and a sum over all excitation energies, which this file does not treat. The frequency integral is taken as the definition of the correlation energy and is not derived from the many-electron problem. Likewise, $-K^2/(4\Delta)$ enters the theorem simply as an expression; its reading as the second-order energy, from the leading term $-x^2/2$ of the integrand, is supplied by this text.

For low-scaling RPA calculations that integrate over imaginary frequency numerically, the formula provides an exact reference value for testing a quadrature grid on this one-excitation model.

## How the Lean proof follows the calculation

`plasmonEnergy_pos` and `plasmonEnergy_sq` supply $\Omega>0$ and $\Omega^2=\Delta^2+2K\Delta$. With them, `one_add_coupling` writes $1+x$ as the ratio of two positive quadratics.

The primitive $F$ is `rpaPrimitive`. The lemmas `hasDerivAt_arctan_div` and `hasDerivAt_log_sq` differentiate its building blocks, and `hasDerivAt_rpaPrimitive` combines them by the product and sum rules. The resulting derivative does not yet look like the integrand. The closing `linear_combination` uses $(w^2+\Omega^2)/(w^2+\Omega^2)=1$ and the same identity for $\Delta$, each multiplied by 2. This is the cancellation $2-2$ in the calculation of $F'$.

For the limit, `tendsto_tail` shows that $cw/(w^2+a^2)\to0$ for every real $c$, by comparing $w/(w^2+a^2)$ with $1/w$. `tendsto_arctan_div` gives the value $\pi/2$. In `tendsto_rpaPrimitive` the logarithmic part is squeezed between two such tails: `Real.one_sub_inv_le_log_of_pos` provides the lower bound and `Real.log_le_sub_one_of_pos` the upper one.

The proof of `rpaEnergy_eq` collects three facts: the derivative (`hder`), the sign of the integrand (`hneg`) and the limit (`hlim`). From these, `integrableOn_Ioi_deriv_of_nonpos'` yields integrability, and `integral_Ioi_of_hasDerivAt_of_nonpos'` yields the integral as the limit minus $F(0)$. What remains is to cancel $\pi$.

The corollaries are algebra. `plasmon_formula` substitutes $\Delta=A-B$ and $K=B$. `rpaEnergy_eq_neg_div` multiplies out the denominator and uses `plasmonEnergy_sq`, and `rpaEnergy_neg_iff` reads the sign from the quotient.

In `rpaEnergy_second_order`, `lo` and `hi` are the bounds $\Delta<\Omega\le\Delta+K$. The first inequality of the theorem follows by comparing denominators. For the theorem's second inequality, Lean takes a slightly different route from the one above and proves

$$(\Delta-K)(\Omega+\Delta+K)\le2\Delta^2 .$$

If $K\ge\Delta$, the left side is not positive. If $K\le\Delta$, the bound `hi` makes it at most $2(\Delta^2-K^2)$. Multiplying by $K^2$ and dividing by the positive denominators gives the stated error bound.
